# On a finite grid, the VV10 kernel energy vanishes as $s^{-3/2}$ under uniform compression

## Compressing a density that is stored on a grid

On a quadrature grid a density is a set of lists, so compression has to be defined as an action on those lists. Here grid point $i$ carries a position $r_i$ in three-dimensional space, a quadrature weight $w_i$, a density $n_i>0$ and a gradient magnitude $d_i$. Uniform scaling by $s>0$ replaces $n(r)$ by $s^3n(sr)$; it compresses the density when $s>1$ and spreads it out when $s<1$. Lengths shrink by $s$, volume elements by $s^3$, and each derivative of the density brings one more factor $s$:

$$r_i\to r_i/s,\qquad w_i\to w_i/s^3,\qquad n_i\to s^3n_i,\qquad d_i\to s^4d_i .$$

The grid therefore moves with the density, and the charge $q_i=w_in_i$ at each point is unchanged.

## The VV10 pair energy

In atomic units, the VV10 ingredients at point $i$ are a local frequency and a damping term,

$$\omega_i=\sqrt{C\left(\frac{d_i}{n_i}\right)^4+\frac{4\pi}{3}n_i},\qquad \kappa_i=b\,\frac{3\pi}{2}\left(\frac{n_i}{9\pi}\right)^{1/6}.$$

The parameter $C$ sets how strongly density gradients raise the local frequency, and $b$ sets the short-range damping. With $R_{ij}=|r_i-r_j|$ and $g_{ij}=\omega_iR_{ij}^2+\kappa_i$, the energy is

$$E=\frac12\sum_{i,j}q_iq_j\,\Phi(g_{ij},g_{ji}),\qquad \Phi(x,y)=-\frac{3}{2xy(x+y)} .$$

The sum includes $i=j$, where $R_{ii}=0$ and $g_{ii}=\kappa_i$. With $b=0$ this term would be singular, so $b=0$ has to be excluded.

Let $E(s)$ be the energy of the compressed data, and let $E_\infty$ be the same double sum with $g_{ij}$ and $g_{ji}$ replaced by $\kappa_i$ and $\kappa_j$.

## What is proved

For $b>0$ and positive densities, `compressedEnergy_asymptotics` states that

$$s^{3/2}E(s)\to E_\infty\quad (s\to\infty),$$

and `compressedEnergy_tendsto_zero` that $E(s)\to0$. Neither needs a sign condition on the weights. If the weights are nonnegative, `compressedEnergy_bounds` gives, at every $s>0$,

$$\frac{E_\infty}{s^{3/2}}\le E(s)\le 0 .$$

If the weights are positive and the grid has at least one point, `localEnergy_neg` gives $E_\infty<0$. The decay is then exactly of order $s^{-3/2}$.

In Lean, the finite type `ι` labels the grid points, and `w`, `n`, `d` and `r` are the four lists. The functions `omega0`, `kappa`, `gFun` and `kernel` are $\omega$, $\kappa$, $g$ and $\Phi$. The energies $E$, $E(s)$ and $E_\infty$ are `energy`, `compressedEnergy` and `localEnergy`, and $s^{3/2}$ is written `(√s) ^ 3`. `Tendsto … atTop (𝓝 …)` expresses the limit $s\to\infty$.

The gradient magnitudes are independent inputs; nothing ties them to the densities at neighbouring points. The parameter $C$ may be any real number, although the physical case is $C\ge0$; Lean's square root returns zero for a negative argument. The full VV10 functional also has a term proportional to the electron number. It is left out here, and compression would leave it constant. The grid is finite and fixed in size, so the theorems do not treat the continuum integral, where the limit would have to be exchanged with an integration over density tails.

Uniform scaling is a common test of density functionals, and for this finite-grid energy with fixed $b$ and $C$ the result gives the high-density behaviour of the pair term.

## Derivation

**Damping term.** Since $(s^3)^{1/6}=\sqrt s$, compression turns $\kappa_i$ into $\sqrt s\,\kappa_i$.

**Local frequency.** The ratio $d_i/n_i$ becomes $s\,d_i/n_i$, so the frequency becomes

$$\sqrt{Cs^4\left(\frac{d_i}{n_i}\right)^4+\frac{4\pi}{3}s^3n_i}=s^2X_i(s),\qquad X_i(s)=\sqrt{C\left(\frac{d_i}{n_i}\right)^4+\frac{4\pi n_i}{3s}} .$$

**The function $g$.** The squared distance becomes $R_{ij}^2/s^2$, which cancels the factor $s^2$. The compressed $g_{ij}$ is

$$X_i(s)R_{ij}^2+\sqrt s\,\kappa_i=\sqrt s\,\hat g_{ij}(s),\qquad \hat g_{ij}(s)=\frac{X_i(s)R_{ij}^2}{\sqrt s}+\kappa_i .$$

As $s\to\infty$, $X_i(s)$ has a finite limit, so $\hat g_{ij}(s)\to\kappa_i$. The distance-dependent part of $g$ stays bounded while the damping part grows as $\sqrt s$.

**The energy.** The denominator of $\Phi$ is homogeneous of degree three, so $t^3\Phi(tx,ty)=\Phi(x,y)$ for $t\neq0$. Taking $t=\sqrt s$ and using the invariance of the charges gives, for every $s>0$,

$$s^{3/2}E(s)=\frac12\sum_{i,j}q_iq_j\,\Phi\big(\hat g_{ij}(s),\hat g_{ji}(s)\big).$$

**The limit.** Because $\kappa_i,\kappa_j>0$, the denominator of each term has a nonzero limit, and the term tends to $q_iq_j\Phi(\kappa_i,\kappa_j)$. A finite sum of limits gives $s^{3/2}E(s)\to E_\infty$. Dividing by $s^{3/2}\to\infty$ gives $E(s)\to0$.

**Bounds and sign.** The first part of $\hat g_{ij}$ is nonnegative, so $\hat g_{ij}(s)\ge\kappa_i>0$. On positive arguments $\Phi$ is negative and increases towards zero in each variable, hence

$$\Phi(\kappa_i,\kappa_j)\le\Phi\big(\hat g_{ij}(s),\hat g_{ji}(s)\big)<0 .$$

Multiplying by $q_iq_j\ge0$, summing, and dividing by $s^{3/2}$ gives the two bounds. If all charges are positive and there is at least one point, every term of $E_\infty$ is negative, and so is $E_\infty$.

## The Lean file

```lean
import Mathlib

open Filter Topology Real

namespace VV10Compression

noncomputable section

/-- The VV10 local frequency `ω₀ = √(C (|∇n|/n)⁴ + 4πn/3)` at density `n > 0` with
gradient magnitude `d`. -/
def omega0 (C n d : ℝ) : ℝ := √(C * (d / n) ^ 4 + 4 * π / 3 * n)

/-- The VV10 damping term `κ = b (3π/2) (n/9π)^(1/6)` at density `n ≥ 0`. -/
def kappa (b n : ℝ) : ℝ := b * (3 * π / 2) * (n / (9 * π)) ^ (1 / 6 : ℝ)

/-- The VV10 function `g = ω₀ R² + κ` at density `n > 0`, gradient magnitude `d` and
interpoint distance `R`. -/
def gFun (C b n d R : ℝ) : ℝ := omega0 C n d * R ^ 2 + kappa b n

/-- The VV10 kernel `-3 / (2 g g' (g + g'))`, for `g, g' > 0`. -/
def kernel (x y : ℝ) : ℝ := -3 / (2 * x * y * (x + y))

/-- The function `g` of the density compressed by `s > 0`, in units of `√s`, written in terms
of the uncompressed density `n > 0`, gradient magnitude `d` and distance `R`. -/
def reducedG (C b n d R s : ℝ) : ℝ :=
  √(C * (d / n) ^ 4 + 4 * π / 3 * n / s) * R ^ 2 / √s + kappa b n

variable {ι : Type*} [Fintype ι]

/-- For `b > 0`, the VV10 kernel energy on a finite grid with quadrature weights `w`, densities
`n > 0`, gradient magnitudes `d` and positions `r`. -/
def energy (C b : ℝ) (w n d : ι → ℝ) (r : ι → EuclideanSpace ℝ (Fin 3)) : ℝ :=
  1 / 2 * ∑ i, ∑ j, (w i * n i) * (w j * n j) *
    kernel (gFun C b (n i) (d i) (dist (r i) (r j))) (gFun C b (n j) (d j) (dist (r i) (r j)))

/-- The kernel energy of the uniformly compressed density `s³ n(s r)`, for `b > 0`, `s > 0` and
densities `n > 0`: lengths shrink by `s`, densities grow by `s³` and gradients by `s⁴`. -/
def compressedEnergy (C b : ℝ) (w n d : ι → ℝ) (r : ι → EuclideanSpace ℝ (Fin 3))
    (s : ℝ) : ℝ :=
  energy C b (fun i => w i / s ^ 3) (fun i => s ^ 3 * n i) (fun i => s ^ 4 * d i)
    (fun i => s⁻¹ • r i)

/-- The kernel energy with `g` replaced by its local part `κ`, for `b > 0` and
densities `n > 0`. -/
def localEnergy (b : ℝ) (w n : ι → ℝ) : ℝ :=
  1 / 2 * ∑ i, ∑ j, (w i * n i) * (w j * n j) * kernel (kappa b (n i)) (kappa b (n j))

lemma kappa_pos {b n : ℝ} (hb : 0 < b) (hn : 0 < n) : 0 < kappa b n := by
  unfold kappa
  positivity

lemma kernel_neg {x y : ℝ} (hx : 0 < x) (hy : 0 < y) : kernel x y < 0 :=
  div_neg_of_neg_of_pos (by norm_num) (by positivity)

/-- Compressing a positive density by `s > 0` multiplies `κ` by `√s`. -/
theorem kappa_scaling (b : ℝ) {n s : ℝ} (hn : 0 < n) (hs : 0 < s) :
    kappa b (s ^ 3 * n) = √s * kappa b n := by
  have h : (s ^ 3) ^ (1 / 6 : ℝ) = √s := by
    rw [Real.sqrt_eq_rpow, ← Real.rpow_natCast, ← Real.rpow_mul hs.le]
    norm_num
  unfold kappa
  rw [mul_div_assoc (s ^ 3), Real.mul_rpow (by positivity) (by positivity), h]
  ring

/-- Compressing a positive density by `s > 0` multiplies `ω₀` by `s²` and divides its
plasma-frequency part `4πn/3` under the root by `s`. -/
theorem omega0_scaling (C d : ℝ) {n s : ℝ} (hn : 0 < n) (hs : 0 < s) :
    omega0 C (s ^ 3 * n) (s ^ 4 * d) =
      s ^ 2 * √(C * (d / n) ^ 4 + 4 * π / 3 * n / s) := by
  have h1 : s ^ 4 * d / (s ^ 3 * n) = s * (d / n) := by field_simp
  have hu : s * s⁻¹ = 1 := mul_inv_cancel₀ hs.ne'
  have h2 : C * (s * (d / n)) ^ 4 + 4 * π / 3 * (s ^ 3 * n) =
      (s ^ 2) ^ 2 * (C * (d / n) ^ 4 + 4 * π / 3 * n / s) := by
    linear_combination (-(4 * π / 3 * n * s ^ 3)) * hu
  unfold omega0
  rw [h1, h2, Real.sqrt_mul (by positivity), Real.sqrt_sq (by positivity)]

/-- For a positive density compressed by `s > 0`, the function `g` equals `√s` times the
reduced `g`. -/
theorem gFun_scaling (C b d R : ℝ) {n s : ℝ} (hn : 0 < n) (hs : 0 < s) :
    gFun C b (s ^ 3 * n) (s ^ 4 * d) (R / s) = √s * reducedG C b n d R s := by
  unfold gFun reducedG
  rw [omega0_scaling C d hn hs, kappa_scaling b hn hs]
  generalize √(C * (d / n) ^ 4 + 4 * π / 3 * n / s) = X
  have hq : √s ≠ 0 := (Real.sqrt_pos.2 hs).ne'
  have h1 : s ^ 2 * X * (R / s) ^ 2 = X * R ^ 2 := by field_simp
  have h2 : √s * (X * R ^ 2 / √s) = X * R ^ 2 := by field_simp
  rw [mul_add, h1, h2]

/-- Under strong compression the reduced `g` tends to `κ`: the distance-dependent part
drops out. -/
theorem reducedG_tendsto (C b n d R : ℝ) :
    Tendsto (reducedG C b n d R) atTop (𝓝 (kappa b n)) := by
  have h1 : Tendsto (fun s : ℝ => C * (d / n) ^ 4 + 4 * π / 3 * n / s) atTop
      (𝓝 (C * (d / n) ^ 4 + 0)) :=
    tendsto_const_nhds.add (tendsto_const_nhds.div_atTop tendsto_id)
  have h2 := ((h1.sqrt.mul_const (R ^ 2)).div_atTop Real.tendsto_sqrt_atTop).add_const
    (kappa b n)
  rw [zero_add] at h2
  exact h2

lemma kernel_scaling {t : ℝ} (ht : t ≠ 0) (x y : ℝ) :
    t ^ 3 * kernel (t * x) (t * y) = kernel x y := by
  unfold kernel
  have h : 2 * (t * x) * (t * y) * (t * x + t * y) = t ^ 3 * (2 * x * y * (x + y)) := by ring
  rw [h, ← mul_div_assoc, mul_div_mul_left _ _ (pow_ne_zero 3 ht)]

/-- For positive densities and any `s > 0`, `s^(3/2)` times the compressed energy is the
kernel energy evaluated with the reduced `g`. -/
theorem compressedEnergy_eq (C b : ℝ) (w d : ι → ℝ) {n : ι → ℝ}
    (r : ι → EuclideanSpace ℝ (Fin 3)) (hn : ∀ i, 0 < n i) {s : ℝ} (hs : 0 < s) :
    (√s) ^ 3 * compressedEnergy C b w n d r s =
      1 / 2 * ∑ i, ∑ j, (w i * n i) * (w j * n j) *
        kernel (reducedG C b (n i) (d i) (dist (r i) (r j)) s)
          (reducedG C b (n j) (d j) (dist (r i) (r j)) s) := by
  have hw : ∀ i, w i / s ^ 3 * (s ^ 3 * n i) = w i * n i := fun i => by field_simp
  have hd : ∀ i j, dist (s⁻¹ • r i) (s⁻¹ • r j) = dist (r i) (r j) / s := fun i j => by
    rw [dist_smul₀, Real.norm_of_nonneg (inv_nonneg.2 hs.le)]
    ring
  simp only [compressedEnergy, energy]
  rw [mul_left_comm ((√s) ^ 3)]
  congr 1
  rw [Finset.mul_sum]
  refine Finset.sum_congr rfl fun i _ => ?_
  rw [Finset.mul_sum]
  refine Finset.sum_congr rfl fun j _ => ?_
  -- the charges `w n` are invariant, and the kernel is homogeneous of degree -3
  rw [hd i j, hw i, hw j, gFun_scaling C b _ _ (hn i) hs, gFun_scaling C b _ _ (hn j) hs,
    mul_left_comm ((√s) ^ 3), kernel_scaling (Real.sqrt_pos.2 hs).ne']

/-- For `b > 0` and positive densities, `s^(3/2)` times the VV10 kernel energy of the
compressed density tends to the energy with `g` replaced by `κ`. -/
theorem compressedEnergy_asymptotics (C : ℝ) {b : ℝ} (w d : ι → ℝ) {n : ι → ℝ}
    (r : ι → EuclideanSpace ℝ (Fin 3)) (hb : 0 < b) (hn : ∀ i, 0 < n i) :
    Tendsto (fun s => (√s) ^ 3 * compressedEnergy C b w n d r s) atTop
      (𝓝 (localEnergy b w n)) := by
  have lim : Tendsto (fun s => 1 / 2 * ∑ i, ∑ j, (w i * n i) * (w j * n j) *
        kernel (reducedG C b (n i) (d i) (dist (r i) (r j)) s)
          (reducedG C b (n j) (d j) (dist (r i) (r j)) s)) atTop
      (𝓝 (localEnergy b w n)) := by
    unfold localEnergy
    refine Tendsto.const_mul _ (tendsto_finsetSum _ fun i _ =>
      tendsto_finsetSum _ fun j _ => Tendsto.const_mul _ ?_)
    have hi := reducedG_tendsto C b (n i) (d i) (dist (r i) (r j))
    have hj := reducedG_tendsto C b (n j) (d j) (dist (r i) (r j))
    have pi := kappa_pos hb (hn i)
    have pj := kappa_pos hb (hn j)
    exact tendsto_const_nhds.div (((tendsto_const_nhds.mul hi).mul hj).mul (hi.add hj))
      (by positivity)
  refine lim.congr' ?_
  filter_upwards [eventually_gt_atTop 0] with s hs
  exact (compressedEnergy_eq C b w d r hn hs).symm

/-- For `b > 0` and positive densities, the VV10 kernel energy of the compressed density tends to
zero as `s → ∞`. -/
theorem compressedEnergy_tendsto_zero (C : ℝ) {b : ℝ} (w d : ι → ℝ) {n : ι → ℝ}
    (r : ι → EuclideanSpace ℝ (Fin 3)) (hb : 0 < b) (hn : ∀ i, 0 < n i) :
    Tendsto (compressedEnergy C b w n d r) atTop (𝓝 0) := by
  have h := (compressedEnergy_asymptotics C w d r hb hn).div_atTop
    ((tendsto_pow_atTop (three_ne_zero)).comp Real.tendsto_sqrt_atTop)
  refine h.congr' ?_
  filter_upwards [eventually_gt_atTop 0] with s hs
  exact mul_div_cancel_left₀ _ (pow_ne_zero 3 (Real.sqrt_pos.2 hs).ne')

/-- For `b > 0`, positive densities and nonnegative weights, the compressed energy lies between
its asymptotic form and zero at every `s > 0`. -/
theorem compressedEnergy_bounds (C : ℝ) {b : ℝ} {w n : ι → ℝ} (d : ι → ℝ)
    (r : ι → EuclideanSpace ℝ (Fin 3)) (hb : 0 < b) (hn : ∀ i, 0 < n i)
    (hw : ∀ i, 0 ≤ w i) {s : ℝ} (hs : 0 < s) :
    localEnergy b w n / (√s) ^ 3 ≤ compressedEnergy C b w n d r s ∧
      compressedEnergy C b w n d r s ≤ 0 := by
  have hp : 0 < (√s) ^ 3 := pow_pos (Real.sqrt_pos.2 hs) 3
  have hN : ∀ i, 0 ≤ w i * n i := fun i => mul_nonneg (hw i) (hn i).le
  have hk : ∀ i, 0 < kappa b (n i) := fun i => kappa_pos hb (hn i)
  -- the distance-dependent part can only increase `g`
  have hq : ∀ i R, kappa b (n i) ≤ reducedG C b (n i) (d i) R s := fun i R =>
    le_add_of_nonneg_left (by positivity)
  have mono : ∀ {x y x' y' : ℝ}, 0 < x → 0 < y → x ≤ x' → y ≤ y' →
      kernel x y ≤ kernel x' y' := by
    intro x y x' y' hx hy hxx hyy
    have hx' := hx.trans_le hxx
    have hy' := hy.trans_le hyy
    unfold kernel
    rw [neg_div, neg_div]
    apply neg_le_neg
    gcongr
  have heq := compressedEnergy_eq C b w d r hn hs
  constructor
  · rw [div_le_iff₀ hp, mul_comm, heq]
    exact mul_le_mul_of_nonneg_left (Finset.sum_le_sum fun i _ => Finset.sum_le_sum fun j _ =>
      mul_le_mul_of_nonneg_left (mono (hk i) (hk j) (hq i _) (hq j _))
        (mul_nonneg (hN i) (hN j))) (by norm_num)
  · have h : (√s) ^ 3 * compressedEnergy C b w n d r s ≤ 0 := by
      rw [heq]
      exact mul_nonpos_of_nonneg_of_nonpos (by norm_num) (Finset.sum_nonpos fun i _ =>
        Finset.sum_nonpos fun j _ => mul_nonpos_of_nonneg_of_nonpos (mul_nonneg (hN i) (hN j))
          (kernel_neg ((hk i).trans_le (hq i _)) ((hk j).trans_le (hq j _))).le)
    by_contra hc
    exact absurd (mul_pos hp (not_le.1 hc)) (not_lt_of_ge h)

/-- On a nonempty grid with `b > 0`, positive densities and positive weights, the limiting
coefficient of `s^(-3/2)` is strictly negative. -/
theorem localEnergy_neg [Nonempty ι] {b : ℝ} {w n : ι → ℝ} (hb : 0 < b)
    (hn : ∀ i, 0 < n i) (hw : ∀ i, 0 < w i) : localEnergy b w n < 0 := by
  have sneg : ∀ f : ι → ℝ, (∀ i, f i < 0) → ∑ i, f i < 0 := fun f hf => by
    have h : ∑ i, f i < ∑ _i : ι, (0 : ℝ) :=
      Finset.sum_lt_sum_of_nonempty Finset.univ_nonempty fun i _ => hf i
    rwa [Finset.sum_const_zero] at h
  exact mul_neg_of_pos_of_neg (by norm_num) (sneg _ fun i => sneg _ fun j =>
    mul_neg_of_pos_of_neg (mul_pos (mul_pos (hw i) (hn i)) (mul_pos (hw j) (hn j)))
      (kernel_neg (kappa_pos hb (hn i)) (kappa_pos hb (hn j))))

end

end VV10Compression
```

```lean
#print axioms VV10Compression.compressedEnergy_tendsto_zero
#print axioms VV10Compression.compressedEnergy_bounds
#print axioms VV10Compression.localEnergy_neg
```

```
'VV10Compression.compressedEnergy_tendsto_zero' depends on axioms: [propext, Classical.choice, Quot.sound]
'VV10Compression.compressedEnergy_bounds' depends on axioms: [propext, Classical.choice, Quot.sound]
'VV10Compression.localEnergy_neg' depends on axioms: [propext, Classical.choice, Quot.sound]
```

## From scaling laws to an identity for the energy

`kappa_pos` and `kernel_neg` record the signs of $\kappa$ and $\Phi$. `kappa_scaling` writes the square root as a real power and multiplies exponents to obtain $(s^3)^{1/6}=\sqrt s$. In `omega0_scaling`, `h1` is the scaling of $d_i/n_i$ and `h2` takes $(s^2)^2$ out of the radicand; the square-root lemmas then release the factor $s^2$.

`gFun_scaling` combines the two laws. It replaces the root by a single symbol `X`, after which `field_simp` carries out the cancellations with $R^2/s^2$ and $\sqrt s$. The function $\hat g$ is `reducedG`.

`kernel_scaling` is the homogeneity of $\Phi$. In `compressedEnergy_eq`, `hw` states that the charges are invariant and `hd` that distances shrink by $s$. The prefactor is moved inside both sums, and the terms are matched pair by pair with the scaling laws.

## Limit, bounds and sign in Lean

`reducedG_tendsto` uses `div_atTop` twice: once for the term $4\pi n/(3s)$ under the root, and once for the bounded root divided by $\sqrt s$. In `compressedEnergy_asymptotics`, the statement `lim` is the limit of the reduced double sum, built from limits of products, sums and quotients; `positivity` shows that the limiting denominator is nonzero. The identity for $s^{3/2}E(s)$ is proved for $s>0$, so `congr'` transfers the limit using equality at all sufficiently large $s$. `compressedEnergy_tendsto_zero` then divides by $(\sqrt s)^3$.

In `compressedEnergy_bounds`, `hq` is the inequality $\kappa_i\le\hat g_{ij}(s)$ and `mono` is the monotonicity of $\Phi$, for which `gcongr` compares the denominators. Summing gives the lower bound. For the upper bound, the scaled energy is shown to be nonpositive, and a positive $E(s)$ would contradict this. `localEnergy_neg` applies its auxiliary statement `sneg`, that a nonempty sum of negative terms is negative, first to the sum over $i$ and then to the sum over $j$.
